# A two-electron broken-symmetry determinant can carry spin density that neither its singlet nor its triplet component has

Stretch a hydrogen molecule in an unrestricted calculation, and the solution can place an alpha electron on one atom and a beta electron on the other. Anyone who reads this pattern as a property of the singlet ground state assigns the atoms opposite net spin densities, whereas the spin density of a singlet is zero everywhere. The problems below find where the pattern comes from, for two electrons in given unit orbitals $a$ and $b$ on a finite orthonormal set of sites. The orbitals may be complex and may overlap.

## Wavefunctions, spin operators and the determinant

Write $\Psi(i\sigma,j\tau)$ for the amplitude of finding electron 1 on site $i$ with spin $\sigma$ and electron 2 on site $j$ with spin $\tau$. In Lean this is `Ψ i σ j τ`, and the spins are Booleans: `true` is alpha ($\alpha$) and `false` is beta ($\beta$). The type `Wave n` imposes neither antisymmetry nor normalisation.

```lean
import Mathlib

open scoped ComplexConjugate

namespace BrokenSymmetrySpinDensity

noncomputable section

variable {n : Type*}

/-- A two-electron wavefunction: `Ψ i σ j τ` is the amplitude for electron 1 on site `i` with
spin `σ` and electron 2 on site `j` with spin `τ`; `true` is alpha and `false` is beta. -/
abbrev Wave (n : Type*) := n → Bool → n → Bool → ℂ
```

With $\hbar=1$, the total spin is built from $S_+$, $S_-$ and $S_z$. The functions `raise` and `lower` return the amplitudes of the new state, so each `if` tests the spin after the operator has acted. For example, $(S_+\Psi)(i\alpha,j\alpha)=\Psi(i\beta,j\alpha)+\Psi(i\alpha,j\beta)$.

```lean
/-- The total raising operator `S₊`, which turns a beta spin into an alpha spin. -/
def raise (Ψ : Wave n) : Wave n := fun i σ j τ =>
  (if σ then Ψ i false j τ else 0) + (if τ then Ψ i σ j false else 0)

/-- The total lowering operator `S₋`, which turns an alpha spin into a beta spin. -/
def lower (Ψ : Wave n) : Wave n := fun i σ j τ =>
  (if σ then 0 else Ψ i true j τ) + (if τ then 0 else Ψ i σ j true)

/-- The spin projection of one electron: `1/2` for alpha and `-1/2` for beta. -/
def proj (σ : Bool) : ℂ := if σ then 1 / 2 else -1 / 2

/-- The total spin operator `S² = S₋ S₊ + S_z² + S_z` for two electrons. -/
def spinSq (Ψ : Wave n) : Wave n := fun i σ j τ =>
  lower (raise Ψ) i σ j τ + ((proj σ + proj τ) ^ 2 + (proj σ + proj τ)) * Ψ i σ j τ
```

Two electrons can only couple to total spin 0 or 1, for which $S^2$ is 0 or 2. Hence $S^2/2$ keeps the triplet component, and the remainder is the singlet component. Neither is renormalised.

```lean
/-- The triplet component `S²Ψ / 2` of a two-electron wavefunction. -/
def tripletPart (Ψ : Wave n) : Wave n := fun i σ j τ => spinSq Ψ i σ j τ / 2

/-- The singlet component `Ψ - S²Ψ / 2` of a two-electron wavefunction. -/
def singletPart (Ψ : Wave n) : Wave n := fun i σ j τ => Ψ i σ j τ - spinSq Ψ i σ j τ / 2
```

The determinant places $a$ with alpha spin and $b$ with beta spin, and carries the factor $1/\sqrt2$. For unit orbitals it is normalised, because its two spin orbitals are orthogonal through their spins, whatever the overlap of $a$ and $b$. The matrix `orbitalDensity a` is $aa^\dagger$, with elements $a_i a_j^*$.

```lean
/-- The normalisation factor `1/√2` of a two-electron determinant. -/
def slaterNorm : ℂ := (((√2)⁻¹ : ℝ) : ℂ)

/-- The two-electron Slater determinant of the spin orbitals `φ` and `χ`. -/
def slater (φ χ : n → Bool → ℂ) : Wave n := fun i σ j τ =>
  slaterNorm * (φ i σ * χ j τ - χ i σ * φ j τ)

/-- The determinant with one alpha electron in orbital `a` and one beta electron in `b`. -/
def bsDet (a b : n → ℂ) : Wave n :=
  slater (fun i σ => if σ then a i else 0) (fun i σ => if σ then 0 else b i)

/-- The density matrix `a a†` of one electron in orbital `a`. -/
def orbitalDensity (a : n → ℂ) : Matrix n n ℂ := Matrix.of fun i j => a i * conj (a j)
```

## (a) Total spin as an exchange

Show that for every two-electron wavefunction

$$(S^2\Psi)(i\sigma,j\tau)=\Psi(i\sigma,j\tau)+\Psi(i\tau,j\sigma).$$

The sites stay in place and only the spins are exchanged. Suppress the sites and treat the four spin patterns in turn.

- For $\alpha\alpha$, the term $S_-S_+$ contributes 0, since no lowered state has two alpha spins. With $S_z=1$, $S_z^2+S_z=2$. The total is $2\Psi(\alpha\alpha)$.
- For $\alpha\beta$ and for $\beta\alpha$, $S_-S_+$ gives $(S_+\Psi)(\alpha\alpha)=\Psi(\alpha\beta)+\Psi(\beta\alpha)$, and $S_z=0$ adds nothing.
- For $\beta\beta$, $S_-S_+$ gives $(S_+\Psi)(\alpha\beta)+(S_+\Psi)(\beta\alpha)=2\Psi(\beta\beta)$. With $S_z=-1$, $S_z^2+S_z=0$.

Each line agrees with the target. The Lean proof makes the same division with `cases σ <;> cases τ`, unfolds the operators and finishes by algebra.

```lean
/-- On two electrons, `S²` is the identity plus the exchange of the two spins. -/
theorem spinSq_apply (Ψ : Wave n) (i : n) (σ : Bool) (j : n) (τ : Bool) :
    spinSq Ψ i σ j τ = Ψ i σ j τ + Ψ i τ j σ := by
  cases σ <;> cases τ <;>
    simp only [spinSq, lower, raise, proj, ↓reduceIte, Bool.false_eq_true] <;> ring
```

## (b) The two components have definite spin

Let $\Psi_0=\Psi-S^2\Psi/2$ and $\Psi_1=S^2\Psi/2$. Show that

$$S^2\Psi_0=0,\qquad S^2\Psi_1=2\Psi_1.$$

Let $P$ exchange the two spins, so that $P^2=1$ and, by (a), $S^2=1+P$. Then $\Psi_0=\tfrac12(1-P)\Psi$ and $\Psi_1=\tfrac12(1+P)\Psi$, and

$$S^2\Psi_0=\tfrac12(1+P)(1-P)\Psi=\tfrac12(1-P^2)\Psi=0,$$

$$S^2\Psi_1=\tfrac12(1+P)^2\Psi=\tfrac12(2+2P)\Psi=2\Psi_1.$$

Either component may be zero, and the equations still hold. In Lean, `spinSq_apply` replaces each $S^2$ by the exchange formula, and `ring` collects the amplitudes.

```lean
/-- `S²` sends the singlet component of `Ψ` to zero and multiplies its triplet component by 2. -/
theorem spinSq_components (Ψ : Wave n) :
    spinSq (singletPart Ψ) = 0 ∧ spinSq (tripletPart Ψ) = (2 : ℂ) • tripletPart Ψ := by
  constructor
  · funext i σ j τ
    simp only [spinSq_apply, singletPart, Pi.zero_apply]
    ring
  · funext i σ j τ
    simp only [spinSq_apply, tripletPart, Pi.smul_apply, smul_eq_mul]
    ring
```

## Overlap and spin density

From here on the number of sites is finite. The overlap is $\langle a,b\rangle=\sum_i a_i^*b_i$, conjugate-linear in its first argument. There is no overlap matrix between sites, so a non-orthogonal atomic basis has to be orthogonalised first.

```lean
variable [Fintype n]

/-- The overlap `⟨a, b⟩` of two orbitals. -/
def overlap (a b : n → ℂ) : ℂ := ∑ i, conj (a i) * b i
```

The spin density matrix $D$ is the alpha block of the one-particle density matrix minus its beta block:

$$D_{ij}=2\sum_k\sum_\tau\left[\Psi(i\alpha,k\tau)\Psi(j\alpha,k\tau)^*-\Psi(i\beta,k\tau)\Psi(j\beta,k\tau)^*\right].$$

The sums trace out electron 2. The factor 2 counts both electrons, which are equivalent when $\Psi$ is antisymmetric. The net spin density on site $i$ is the diagonal element $D_{ii}$. In the theorems below, "spin density" means the whole matrix $D$.

```lean
/-- The spin density matrix of an antisymmetric two-electron wavefunction: the alpha block minus
the beta block of the one-particle density matrix. -/
def spinDensity (Ψ : Wave n) : Matrix n n ℂ := Matrix.of fun i j =>
  2 * ∑ k, ∑ τ, (Ψ i true k τ * conj (Ψ j true k τ) - Ψ i false k τ * conj (Ψ j false k τ))
```

## (c) Wavefunctions of zero total spin

Show that

$$S^2\Psi=0\quad\Longrightarrow\quad D=0.$$

By (a), the hypothesis says $\Psi(i\sigma,k\tau)=-\Psi(i\tau,k\sigma)$. Setting $\tau=\sigma$ gives $\Psi(i\sigma,k\sigma)=0$, so only opposite spins contribute:

$$D_{ij}=2\sum_k\left[\Psi(i\alpha,k\beta)\Psi(j\alpha,k\beta)^*-\Psi(i\beta,k\alpha)\Psi(j\beta,k\alpha)^*\right].$$

Exchanging the spins in both factors of the first product produces two minus signs, which cancel. The first product therefore equals the second, and every term of the sum is zero.

In the proof, `hs` is the sign change and `hp` the vanishing of equal-spin amplitudes. The argument uses no antisymmetry under exchange of the electrons.

```lean
/-- Every two-electron wavefunction with `S²Ψ = 0` has zero spin density. -/
theorem spinDensity_of_singlet (Ψ : Wave n) (h : spinSq Ψ = 0) : spinDensity Ψ = 0 := by
  -- a singlet changes sign when the two spins are exchanged
  have hs : ∀ i σ k τ, Ψ i σ k τ = -Ψ i τ k σ := by
    intro i σ k τ
    have h' := congrFun (congrFun (congrFun (congrFun h i) σ) k) τ
    simp only [spinSq_apply, Pi.zero_apply] at h'
    linear_combination h'
  have hp : ∀ i σ k, Ψ i σ k σ = 0 := by
    intro i σ k
    linear_combination (1 / 2) * hs i σ k σ
  ext i j
  refine mul_eq_zero_of_right _ (Finset.sum_eq_zero fun k _ => ?_)
  simp only [Fintype.sum_bool, hp, map_zero]
  rw [hs i true k false, hs j true k false, map_neg]
  ring
```

## (d) The determinant and its components

Let $\langle a,a\rangle=\langle b,b\rangle=1$, let $\Psi$ be the determinant of $a$ alpha and $b$ beta, and let $\Psi_0,\Psi_1$ be its components from (b). Show that

$$D[\Psi]=aa^\dagger-bb^\dagger,\qquad D[\Psi_0]=0,\qquad D[\Psi_1]=0.$$

The only nonzero amplitudes of the determinant are

$$\Psi(i\alpha,k\beta)=\tfrac1{\sqrt2}a_ib_k,\qquad \Psi(i\beta,k\alpha)=-\tfrac1{\sqrt2}b_ia_k.$$

Inserting them gives

$$D_{ij}=2\cdot\tfrac12\left[a_ia_j^*\sum_k|b_k|^2-b_ib_j^*\sum_k|a_k|^2\right]=a_ia_j^*-b_ib_j^*.$$

The singlet component has $S^2\Psi_0=0$ by (b), so its spin density vanishes by (c). For the triplet component, (a) gives

$$\Psi_1(i\alpha,k\beta)=\Psi_1(i\beta,k\alpha)=\tfrac1{2\sqrt2}(a_ib_k-b_ia_k),$$

with zero equal-spin amplitudes, so the alpha and beta blocks coincide. This relies on the triplet having $S_z=0$; a triplet with two alpha electrons does carry spin density. Normalising a nonzero component only rescales its $D$, and zero stays zero.

A tempting wrong turn is to add the two zeros and conclude that $D[\Psi]=0$. The spin density is quadratic in the wavefunction, so $\Psi=\Psi_0+\Psi_1$ also brings in cross terms between singlet and triplet, and these supply all of $aa^\dagger-bb^\dagger$.

In Lean, `hN` evaluates the squared normalisation factor as $1/2$, and `h` is the displayed trace before the norms are set to one. The final block compares the triplet amplitudes.

```lean
/-- For unit orbitals `a` and `b`, the determinant of `a` alpha and `b` beta has spin density
`a a† - b b†`, while its singlet and triplet components each have zero spin density. -/
theorem spinDensity_bsDet (a b : n → ℂ) (ha : overlap a a = 1) (hb : overlap b b = 1) :
    spinDensity (bsDet a b) = orbitalDensity a - orbitalDensity b ∧
      spinDensity (singletPart (bsDet a b)) = 0 ∧
      spinDensity (tripletPart (bsDet a b)) = 0 := by
  refine ⟨?_, spinDensity_of_singlet _ (spinSq_components _).1, ?_⟩
  · have hN : slaterNorm * conj slaterNorm = 1 / 2 := by
      unfold slaterNorm
      rw [Complex.conj_ofReal, ← Complex.ofReal_mul, ← mul_inv,
        Real.mul_self_sqrt (by norm_num)]
      norm_num
    ext i j
    -- tracing out electron 2 leaves the norm of the other orbital
    have h : spinDensity (bsDet a b) i j = (2 * (slaterNorm * conj slaterNorm)) *
        (a i * conj (a j) * overlap b b - b i * conj (b j) * overlap a a) := by
      simp only [spinDensity, Matrix.of_apply, Fintype.sum_bool, overlap, Finset.mul_sum,
        ← Finset.sum_sub_distrib]
      refine Finset.sum_congr rfl fun k _ => ?_
      simp only [bsDet, slater, ↓reduceIte, Bool.false_eq_true, map_mul, map_sub, map_zero]
      ring
    rw [h, hN, ha, hb]
    simp only [orbitalDensity, Matrix.sub_apply, Matrix.of_apply]
    ring
  · ext i j
    refine mul_eq_zero_of_right _ (Finset.sum_eq_zero fun k _ => ?_)
    simp only [Fintype.sum_bool, tripletPart, spinSq_apply, bsDet, slater, ↓reduceIte,
      Bool.false_eq_true, map_mul, map_sub, map_add, map_div₀, map_zero]
    ring
```

## (e) The size of the spin density

For the same unit orbitals, show that

$$\sum_{i,j}|D_{ij}|^2=2\left(1-|\langle a,b\rangle|^2\right).$$

Start from (d) and expand:

$$\sum_{i,j}(a_ia_j^*-b_ib_j^*)(a_i^*a_j-b_i^*b_j)=\langle a,a\rangle^2+\langle b,b\rangle^2-\langle b,a\rangle\langle a,b\rangle-\langle a,b\rangle\langle b,a\rangle.$$

Each double sum factorises because $i$ and $j$ occur in separate factors. The first two terms are 1 each. Since $\langle b,a\rangle=\langle a,b\rangle^*$, each of the last two products is $|\langle a,b\rangle|^2$, which leaves the stated value.

The step `key` is this expansion and `hc` is the conjugation rule. The real identity is carried into the complex numbers, where $|z|^2=zz^*$ can be used.

```lean
/-- For unit orbitals, the squared Frobenius norm of the spin density of the determinant is
`2 (1 - |⟨a, b⟩|²)`. -/
theorem spinDensity_norm (a b : n → ℂ) (ha : overlap a a = 1) (hb : overlap b b = 1) :
    ∑ i, ∑ j, ‖spinDensity (bsDet a b) i j‖ ^ 2 = 2 * (1 - ‖overlap a b‖ ^ 2) := by
  rw [(spinDensity_bsDet a b ha hb).1]
  have hc : conj (overlap a b) = overlap b a := by
    simp only [overlap, map_sum, map_mul, Complex.conj_conj]
    exact Finset.sum_congr rfl fun i _ => mul_comm _ _
  -- the double sum factorises into products of overlaps
  have key : ∑ i, ∑ j, (orbitalDensity a - orbitalDensity b) i j *
      conj ((orbitalDensity a - orbitalDensity b) i j) =
      overlap a a * overlap a a + overlap b b * overlap b b
        - overlap b a * overlap a b - overlap a b * overlap b a := by
    simp only [overlap, Finset.sum_mul_sum, ← Finset.sum_add_distrib, ← Finset.sum_sub_distrib]
    refine Finset.sum_congr rfl fun i _ => Finset.sum_congr rfl fun j _ => ?_
    simp only [orbitalDensity, Matrix.sub_apply, Matrix.of_apply, map_sub, map_mul,
      Complex.conj_conj]
    ring
  apply Complex.ofReal_injective
  push_cast
  simp only [← Complex.mul_conj']
  rw [key, hc, ha, hb]
  ring
```

## (f) When the spin density matrix vanishes

For the same unit orbitals, show that

$$D=0\quad\Longleftrightarrow\quad|\langle a,b\rangle|=1.$$

If $D=0$, the left side of (e) is zero, so $|\langle a,b\rangle|^2=1$, and a modulus is nonnegative. Conversely, if the modulus is one, the sum of squares in (e) is zero, so each $D_{ij}$ is zero.

For unit vectors, overlap of modulus one means that $a$ and $b$ are the same orbital up to a phase, which is the closed-shell case. On a single site no other case exists. The forward direction in Lean ends with `nlinarith`; the reverse applies the rule for vanishing sums of nonnegative terms twice, first over $i$ and then over $j$.

```lean
/-- For unit orbitals, the spin density of the determinant vanishes exactly when the overlap
has modulus one. -/
theorem spinDensity_eq_zero_iff (a b : n → ℂ) (ha : overlap a a = 1) (hb : overlap b b = 1) :
    spinDensity (bsDet a b) = 0 ↔ ‖overlap a b‖ = 1 := by
  have hn := spinDensity_norm a b ha hb
  constructor
  · intro h
    simp only [h, Matrix.zero_apply, norm_zero, ne_eq, OfNat.ofNat_ne_zero, not_false_eq_true,
      zero_pow, Finset.sum_const_zero] at hn
    nlinarith [norm_nonneg (overlap a b)]
  · intro h
    rw [h, one_pow, sub_self, mul_zero] at hn
    ext i j
    -- a vanishing sum of squares has only vanishing terms
    have hi := (Finset.sum_eq_zero_iff_of_nonneg
      (fun i _ => Finset.sum_nonneg fun j _ => sq_nonneg _)).mp hn i (Finset.mem_univ i)
    have hj := (Finset.sum_eq_zero_iff_of_nonneg
      (fun j _ => sq_nonneg _)).mp hi j (Finset.mem_univ j)
    exact norm_eq_zero.mp (pow_eq_zero_iff (two_ne_zero)|>.mp hj)
```

## (g) Orthogonal orbitals

Now let $\langle a,b\rangle=0$ as well, which requires at least two sites. Show that

$$D[\Psi]\neq0,\qquad D[\Psi_0]=0.$$

If $D[\Psi]$ were zero, (f) would give $|\langle a,b\rangle|=1$, whereas it is 0. The second statement is already in (d). A nonzero matrix $D$ need not put net spin on any site: on two sites, $a=(1,1)/\sqrt2$ and $b=(1,-1)/\sqrt2$ are orthogonal, and $D$ has zero diagonal and off-diagonal elements 1. Opposite spins on the two sites appear when the orbitals are localised differently.

With $a$ on site 1 and $b$ on site 2 of a two-site model, $D$ is diagonal with entries $1$ and $-1$: one alpha electron on the left and one beta electron on the right. This is the dissociated limit of the opening example in a minimal basis. In this two-electron model with prescribed orbitals, the alternating spin density of an unrestricted solution signals singlet–triplet mixing and cannot be read as the spin density of the singlet. The orbitals are not optimised here, and no energy enters.

```lean
/-- For orthogonal unit orbitals the determinant has nonzero spin density, whereas its singlet
component has zero spin density. -/
theorem spinDensity_orthogonal (a b : n → ℂ) (ha : overlap a a = 1) (hb : overlap b b = 1)
    (hab : overlap a b = 0) :
    spinDensity (bsDet a b) ≠ 0 ∧ spinDensity (singletPart (bsDet a b)) = 0 := by
  refine ⟨fun h => ?_, (spinDensity_bsDet a b ha hb).2.1⟩
  have h1 := (spinDensity_eq_zero_iff a b ha hb).mp h
  rw [hab, norm_zero] at h1
  exact zero_ne_one h1

end

end BrokenSymmetrySpinDensity
```

```lean
#print axioms BrokenSymmetrySpinDensity.spinDensity_bsDet
#print axioms BrokenSymmetrySpinDensity.spinDensity_orthogonal
```

```
'BrokenSymmetrySpinDensity.spinDensity_bsDet' depends on axioms: [propext, Classical.choice, Quot.sound]
'BrokenSymmetrySpinDensity.spinDensity_orthogonal' depends on axioms: [propext, Classical.choice, Quot.sound]
```
